# Bounded difference quotients on a Born-von Karman mesh give algebraically decaying Wannier amplitudes

A one-dimensional crystal of $N \ge 1$ cells with lattice constant $a$ is closed into a ring. The index $x$ labels the Bloch momentum $2\pi x/(Na)$, and the index $k$ labels the cell at $ka$, so $k$ is a position here. Both live modulo $N$. For one isolated band, $f(x)$ is a fixed component of the Bloch state in a chosen gauge.

In Lean 4 with Mathlib:

```lean
import Mathlib

open Finset Real

namespace WannierDecay

noncomputable section

variable {N : ℕ} [NeZero N]
```

`[NeZero N]` says $N \neq 0$. `ZMod N`, used below, is the integers modulo $N$, and `k.val` is the representative with $0 \le k < N$.

```lean
/-- The Bloch phase `e(t) = exp(2πi t/N)` on a Born-von Karman ring of `N` points. -/
def phase (t : ZMod N) : ℂ := ZMod.stdAddChar t
```

This is $e(t) = \exp(2\pi i t/N)$. As an additive character it obeys $e(s+t) = e(s)e(t)$.

```lean
/-- The discrete Fourier sum `fhat(k) = ∑ₓ f(x) e(-k x)`. -/
def fhat (f : ZMod N → ℂ) (k : ZMod N) : ℂ := ∑ x, f x * phase (-(k * x))
```

The sum $\hat f(k) = \sum_x f(x)\,e(-kx)$ carries no prefactor. Take the Bloch states normalised to one per cell and read the component in cell $0$. Then the normalised amplitude $\hat f(k)/N$ is that component of the Wannier function attached to cell $k$. Wannier functions of one band are lattice translates of each other, so this is also the same component, read in cell $-k$, of the Wannier function attached to cell $0$; decay in $k$ is therefore decay of the tail of a single Wannier function.

```lean
/-- The periodic forward difference `(D f)(x) = f(x+1) - f(x)`. -/
def fwdD (f : ZMod N → ℂ) : ZMod N → ℂ := fun x => f (x + 1) - f x
```

Here $(Df)(x) = f(x+1) - f(x)$, including the step from $N-1$ back to $0$, so a gauge mismatch between the two ends of the zone $0 \le x < N$ counts as roughness. `fwdD^[p]` is $D^p$, for a natural number $p$.

```lean
/-- The periodic distance `min(k, N - k)` of the index `k` from the origin of the ring. -/
def ringDist (k : ZMod N) : ℝ := min (k.val : ℝ) ((N : ℝ) - k.val)
```

$d(k) = \min(k, N-k)$ counts cells to the origin the short way round.

```lean
/-- The plane wave `x ↦ e(k x)` on the ring. -/
def planeWave (k : ZMod N) : ZMod N → ℂ := fun x => phase (k * x)
```

This is the test function $x \mapsto e(kx)$.

```lean
/-- The Bloch phase is the exponential `exp(i · 2π t/N)` with `0 ≤ t < N`. -/
theorem phase_eq_exp (t : ZMod N) :
    phase t = Complex.exp (((2 * (π * t.val / N) : ℝ) : ℂ) * Complex.I) := by
  unfold phase
  rw [ZMod.stdAddChar_apply, ZMod.toCircle_apply]
  congr 1
  push_cast
  ring
```

Mathlib's character is the familiar exponential, written as $\exp(i\,2\alpha)$ with half-angle $\alpha = \pi t/N$.

```lean
/-- The Bloch phase has modulus one. -/
theorem norm_phase (t : ZMod N) : ‖phase t‖ = 1 := by
  rw [phase_eq_exp]
  exact Complex.norm_exp_ofReal_mul_I _
```

For complex numbers `‖·‖` is the modulus, so this reads $|e(t)| = 1$.

```lean
/-- The Fourier symbol `e(k) - 1` of the forward difference has modulus `|2 sin(πk/N)|`. -/
theorem norm_symbol (k : ZMod N) :
    ‖phase k - 1‖ = |2 * Real.sin (π * k.val / N)| := by
  rw [phase_eq_exp]
  generalize π * (k.val : ℝ) / (N : ℝ) = a
  rw [← sq_eq_sq₀ (norm_nonneg _) (abs_nonneg _), sq_abs, Complex.sq_norm,
    Complex.normSq_apply, Complex.sub_re, Complex.sub_im, Complex.exp_ofReal_mul_I_re,
    Complex.exp_ofReal_mul_I_im, Complex.one_re, Complex.one_im]
  -- (cos 2a - 1)² + sin² 2a = 2 - 2 cos 2a = 4 sin² a
  have h1 := Real.sin_sq_add_cos_sq (2 * a)
  have h2 := Real.cos_two_mul a
  have h3 := Real.sin_sq_add_cos_sq a
  linear_combination h1 - 2 * h2 - 4 * h3
```

With $\alpha = \pi k/N$, named `a` by `generalize` (an angle here, not the lattice constant),
$$|e(k)-1|^2 = (\cos 2\alpha - 1)^2 + \sin^2 2\alpha = 2 - 2\cos 2\alpha = 4\sin^2\alpha.$$
The long `rw` passes to squares and to real and imaginary parts. `linear_combination` closes the identity from `h1`, `h3` (Pythagoras at $2\alpha$ and $\alpha$) and `h2` (the double angle).

```lean
/-- Repeated summation by parts: the Fourier sum of `D^p f` at `k` is `(e(k) - 1)^p fhat(k)`. -/
theorem fhat_iterate (p : ℕ) (f : ZMod N → ℂ) (k : ZMod N) :
    fhat (fwdD^[p] f) k = (phase k - 1) ^ p * fhat f k := by
  have step : ∀ g : ZMod N → ℂ, fhat (fwdD g) k = (phase k - 1) * fhat g k := by
    intro g
    -- shifting the summation index around the ring produces the factor e(k)
    have shift : ∑ x, g (x + 1) * phase (-(k * x)) = phase k * fhat g k := by
      unfold fhat
      rw [Finset.mul_sum]
      refine Fintype.sum_equiv (Equiv.addRight (1 : ZMod N)) _ _ ?_
      intro x
      have h : phase (-(k * x)) = phase k * phase (-(k * (x + 1))) := by
        unfold phase
        rw [← AddChar.map_add_eq_mul]
        congr 1
        ring
      simp only [Equiv.coe_addRight]
      rw [h]
      ring
    have split : fhat (fwdD g) k = ∑ x, g (x + 1) * phase (-(k * x)) - fhat g k := by
      unfold fhat fwdD
      rw [← Finset.sum_sub_distrib]
      exact Finset.sum_congr rfl fun x _ => by ring
    rw [split, shift]
    ring
  induction p with
  | zero => simp
  | succ p ih =>
    rw [Function.iterate_succ_apply', step, ih]
    ring
```

The claim is $\widehat{D^p f}(k) = (e(k)-1)^p \hat f(k)$. For any $g$, put $y = x+1$, which runs over the same ring and leaves no boundary term:
$$\sum_x g(x+1)\,e(-kx) = \sum_y g(y)\,e(k)\,e(-ky) = e(k)\,\hat g(k).$$
This is `shift`, with `Equiv.addRight` as the substitution. Subtracting $\hat g(k)$ (`split`) gives `step`, $\widehat{Dg}(k) = (e(k)-1)\hat g(k)$, and induction applies it to $g = D^p f$.

```lean
/-- Every Fourier amplitude is bounded by the sum of the moduli of the function. -/
theorem norm_fhat_le (g : ZMod N → ℂ) (k : ZMod N) : ‖fhat g k‖ ≤ ∑ x, ‖g x‖ := by
  unfold fhat
  refine (norm_sum_le _ _).trans (le_of_eq ?_)
  exact Finset.sum_congr rfl fun x _ => by rw [norm_mul, norm_phase, mul_one]
```

The triangle inequality and $|e| = 1$ give $|\hat g(k)| \le \sum_x |g(x)|$.

```lean
/-- Smoothness gives decay: `|2 sin(πk/N)|^p |fhat(k)| ≤ ∑ₓ |(D^p f)(x)|` for every order `p`
and every index `k`. -/
theorem smoothness_gives_decay (p : ℕ) (f : ZMod N → ℂ) (k : ZMod N) :
    |2 * Real.sin (π * k.val / N)| ^ p * ‖fhat f k‖ ≤ ∑ x, ‖fwdD^[p] f x‖ := by
  rw [← norm_symbol, ← norm_pow, ← norm_mul, ← fhat_iterate]
  exact norm_fhat_le _ _
```

For every $p$, $f$ and $k$,
$$|2\sin(\pi k/N)|^p\,|\hat f(k)| = |(e(k)-1)^p \hat f(k)| = |\widehat{D^p f}(k)| \le \sum_x |(D^p f)(x)|.$$
The four rewrites are the two equalities, and `norm_fhat_le` is the last step. For $p = 0$ it is the previous lemma. For $k = 0$ and $p \ge 1$ the left side vanishes and nothing is learned about $\hat f(0)$.

```lean
/-- The bound is sharp: for the plane wave `e(k x)` it holds with equality at index `k`, and
the amplitude there is `N`. -/
theorem planeWave_saturates (p : ℕ) (k : ZMod N) :
    fhat (planeWave k) k = N ∧
    |2 * Real.sin (π * k.val / N)| ^ p * ‖fhat (planeWave k) k‖
      = ∑ x, ‖fwdD^[p] (planeWave k) x‖ := by
  have hF : fhat (planeWave k) k = N := by
    have h : ∀ x : ZMod N, planeWave k x * phase (-(k * x)) = 1 := by
      intro x
      unfold planeWave phase
      rw [← AddChar.map_add_eq_mul, add_neg_cancel, AddChar.map_zero_eq_one]
    unfold fhat
    simp [h, ZMod.card]
  -- the plane wave is an eigenfunction of D
  have hD : ∀ (q : ℕ) (x : ZMod N),
      fwdD^[q] (planeWave k) x = (phase k - 1) ^ q * phase (k * x) := by
    intro q
    induction q with
    | zero => intro x; simp [planeWave]
    | succ q ih =>
      intro x
      have h : phase (k * (x + 1)) = phase (k * x) * phase k := by
        unfold phase
        rw [← AddChar.map_add_eq_mul]
        congr 1
        ring
      rw [Function.iterate_succ_apply']
      show fwdD^[q] (planeWave k) (x + 1) - fwdD^[q] (planeWave k) x = _
      rw [ih, ih, h]
      ring
  refine ⟨hF, ?_⟩
  have hn : ∀ x : ZMod N, ‖fwdD^[p] (planeWave k) x‖ = ‖phase k - 1‖ ^ p := by
    intro x
    rw [hD, norm_mul, norm_pow, norm_phase, mul_one]
  rw [← norm_symbol, hF, Finset.sum_congr rfl fun x _ => hn x, Finset.sum_const,
    Finset.card_univ, ZMod.card, nsmul_eq_mul, Complex.norm_natCast, mul_comm]
```

For $f(x) = e(kx)$ each term of $\hat f(k)$ is $1$, so $\hat f(k) = N$ and the normalised amplitude is $1$ (`hF`). Since $e(k(x+1)) - e(kx) = (e(k)-1)\,e(kx)$, induction gives $(D^p f)(x) = (e(k)-1)^p e(kx)$ (`hD`). Both sides then equal $N|e(k)-1|^p$. For $k \ne 0$ this is positive, so no smaller constant works for all $f$.

```lean
/-- The modulus of the symbol grows at least linearly in the periodic distance:
`4 min(k, N-k)/N ≤ |2 sin(πk/N)|`. -/
theorem ringDist_le_symbol (k : ZMod N) :
    4 * ringDist k / N ≤ |2 * Real.sin (π * k.val / N)| := by
  have hN : (0 : ℝ) < N := Nat.cast_pos.mpr (NeZero.pos N)
  have hN' : (N : ℝ) ≠ 0 := hN.ne'
  have hpi : π ≠ 0 := Real.pi_ne_zero
  have hk0 : (0 : ℝ) ≤ k.val := Nat.cast_nonneg _
  have hkN : (k.val : ℝ) < N := by exact_mod_cast ZMod.val_lt k
  -- Jordan's inequality on the half zone
  have key : ∀ t : ℝ, 0 ≤ t → 2 * t ≤ N → 4 * t / N ≤ 2 * Real.sin (π * t / N) := by
    intro t h0 h1
    have hx : π * t / N ≤ π / 2 := by
      rw [div_le_div_iff₀ hN two_pos]
      nlinarith [mul_le_mul_of_nonneg_left h1 Real.pi_pos.le]
    have h := Real.mul_le_sin (x := π * t / N) (by positivity) hx
    have e : 4 * t / N = 2 * (2 / π * (π * t / N)) := by
      field_simp
      ring
    rw [e]
    linarith
  refine le_trans ?_ (le_abs_self _)
  unfold ringDist
  rcases le_total (k.val : ℝ) ((N : ℝ) - k.val) with h | h
  · rw [min_eq_left h]
    exact key _ hk0 (by linarith)
  · rw [min_eq_right h]
    have h2 := key ((N : ℝ) - k.val) (by linarith) (by linarith)
    have e : π * ((N : ℝ) - k.val) / N = π - π * k.val / N := by
      field_simp
    rwa [e, Real.sin_pi_sub] at h2
```

Jordan's inequality $\sin u \ge 2u/\pi$ on $[0,\pi/2]$ (`Real.mul_le_sin`), at $u = \pi t/N$ with $0 \le 2t \le N$, gives $2\sin(\pi t/N) \ge 4t/N$; this is `key`. The "half zone" in its comment is half the ring of cells, since $k$ is a position. Take $t = k$ if $k \le N-k$, and otherwise $t = N-k$ with $\sin(\pi - u) = \sin u$. Either way $|2\sin(\pi k/N)| \ge 4d(k)/N$.

```lean
/-- Algebraic tails: if `|(D^p f)(x)| ≤ M / N^p` at every mesh point, then for `k ≠ 0` the
normalised amplitude obeys `|fhat(k)|/N ≤ M / (4 min(k, N-k))^p`. -/
theorem algebraic_tail (p : ℕ) (f : ZMod N → ℂ) (M : ℝ)
    (hf : ∀ x, ‖fwdD^[p] f x‖ ≤ M / (N : ℝ) ^ p) (k : ZMod N) (hk : k ≠ 0) :
    ‖fhat f k‖ / N ≤ M / (4 * ringDist k) ^ p := by
  have hN : (0 : ℝ) < N := Nat.cast_pos.mpr (NeZero.pos N)
  have hN' : (N : ℝ) ≠ 0 := hN.ne'
  have hkN : (k.val : ℝ) < N := by exact_mod_cast ZMod.val_lt k
  have hv : k.val ≠ 0 := fun h => hk ((ZMod.val_eq_zero k).mp h)
  have hk0 : (0 : ℝ) < k.val := Nat.cast_pos.mpr (Nat.pos_of_ne_zero hv)
  have hd : 0 < ringDist k := lt_min hk0 (by linarith)
  have hsum : ∑ x, ‖fwdD^[p] f x‖ ≤ N * (M / (N : ℝ) ^ p) := by
    refine (Finset.sum_le_sum fun x _ => hf x).trans (le_of_eq ?_)
    rw [Finset.sum_const, Finset.card_univ, ZMod.card, nsmul_eq_mul]
  -- replace the sine by its linear lower bound in the main estimate
  have h1 : (4 * ringDist k / N) ^ p * ‖fhat f k‖ ≤ N * (M / (N : ℝ) ^ p) :=
    (mul_le_mul_of_nonneg_right
      (pow_le_pow_left₀ (by positivity) (ringDist_le_symbol k) p) (norm_nonneg _)).trans
      ((smoothness_gives_decay p f k).trans hsum)
  have hP : (0 : ℝ) < (N : ℝ) ^ p := by positivity
  have hP' : (N : ℝ) ^ p ≠ 0 := hP.ne'
  rw [div_le_div_iff₀ hN (by positivity)]
  calc ‖fhat f k‖ * (4 * ringDist k) ^ p
      = (4 * ringDist k / N) ^ p * ‖fhat f k‖ * (N : ℝ) ^ p := by
        rw [div_pow, div_mul_eq_mul_div, div_mul_cancel₀ _ hP', mul_comm]
    _ ≤ N * (M / (N : ℝ) ^ p) * (N : ℝ) ^ p := mul_le_mul_of_nonneg_right h1 hP.le
    _ = M * N := by rw [mul_assoc, div_mul_cancel₀ _ hP', mul_comm]

end

end WannierDecay
```

The hypothesis `hf` reads $|N^p (D^p f)(x)| \le M$ for a real $M$: the $p$-th difference quotients in the reduced momentum $x/N$ are bounded. Then
$$\left(\frac{4d(k)}{N}\right)^p |\hat f(k)| \le \sum_x |(D^p f)(x)| \le N\,\frac{M}{N^p},$$
where `hsum` is the right inequality and `h1` the whole chain. The `calc` multiplies by $N^p$, and division by $N(4d(k))^p$ gives
$$\frac{|\hat f(k)|}{N} \le \frac{M}{(4d(k))^p}.$$
The condition `hk` makes $d(k) > 0$; for $N = 1$ no such $k$ exists. If one $M$ serves a whole family of meshes, the bound at fixed distance is the same on all of them.

For a single band in one dimension on a finite mesh, this bounds the tail of a Wannier function, component by component, by the smoothness of the Bloch states across the mesh in the chosen gauge. The bound `hf` is assumed, not derived from a Hamiltonian, a gap or a continuum derivative, and the decay obtained is a power law for each $p$, with no exponential rate.

## An instance with $N = 4$

Take $f = (0,\tfrac12,1,\tfrac12)$, with $e(t) = i^t$. Then $\hat f(1) = -\tfrac{i}{2} - 1 + \tfrac{i}{2} = -1$, normalised modulus $1/4$, and $|2\sin(\pi/4)| = \sqrt2$. For $p = 1$, $Df = (\tfrac12,\tfrac12,-\tfrac12,-\tfrac12)$ and the bound reads $\sqrt2 \le 2$. For $p = 2$, $D^2 f = (0,-1,0,1)$ and it reads $2\cdot 1 \le 2$, an equality. The tail estimate at $p = 1$ has $M = 2$ and $d(1) = 1$, giving $1/4 \le 1/2$.

## A centred difference instead

One could have used $\tfrac12[f(x+1) - f(x-1)]$. The same shift would give the factor $\tfrac12[e(k) - e(-k)] = i\sin(2\pi k/N)$, which vanishes at $k = N/2$ for even $N$. The amplitude at the far side of the ring would then be uncontrolled, because the alternating function $(-1)^x$ has zero centred difference. The factor $e(k)-1$ vanishes only at $k = 0$. The instance and this variant are pencil arithmetic and appear in none of the theorems.

```lean
#print axioms WannierDecay.planeWave_saturates
-- 'WannierDecay.planeWave_saturates' depends on axioms: [propext, Classical.choice, Quot.sound]
#print axioms WannierDecay.algebraic_tail
-- 'WannierDecay.algebraic_tail' depends on axioms: [propext, Classical.choice, Quot.sound]
```
